# At fixed hop probabilities, a shared random number minimises the variance of the hop difference

Two electronic-structure methods assign the probabilities $p$ and $q$, both in $[0,1]$, to the same surface hop. Each method hops when a uniform random number lies below its probability. If both use the same number, the difference of their hop indicators (1 for a hop, 0 for none) has variance

$$V_{\rm sh}=|p-q|\,(1-|p-q|).$$

If each draws its own independent number, the variance is

$$V_{\rm ind}=p(1-p)+q(1-q).$$

Always $V_{\rm sh}\le V_{\rm ind}$, with equality exactly when $p$ or $q$ is 0 or 1. Moreover, no other way of correlating the two decisions, with the same hop probabilities, gives a variance below $V_{\rm sh}$.

## Random streams when two methods are compared

A script that compares two methods can run both with the same random stream. When each decision is only whether to hop or stay, the bound shows that sharing the number does not increase the variance of the hop difference. The bound applies to surface hopping one hop-or-stay decision at a time, with $p$ and $q$ fixed before the number is drawn.

For $p=0.10$ and $q=0.12$, the shared variance is $0.0196$ and the independent one is $0.1956$. The mean difference is $p-q$ in both cases. Over $N$ independent repetitions of the decision its standard error is $\sqrt{V/N}$, so independent numbers need about ten times as many repetitions for the same error bar.

The two runs must use the same number at the same decision. If one method consumes an extra random number, equal seeds no longer ensure this. Indexing the random numbers by trajectory and time step keeps them aligned.

## Both variances from the probability of a joint hop

Let $A$ and $B$ be the events that the first and the second method hop, with indicators $1_A$ and $1_B$, and let $D=1_A-1_B$. Write $P$ for probability and $E$ for the mean. Then $E[D]=P(A)-P(B)$. An indicator equals its own square, and $1_A1_B=1_{A\cap B}$, so

$$D^2=1_A+1_B-2\cdot 1_{A\cap B}.$$

Taking the mean and subtracting $E[D]^2$ gives

$$\mathrm{Var}(D)=P(A)+P(B)-2P(A\cap B)-\bigl(P(A)-P(B)\bigr)^2 .$$

A uniform number $u$ on $[0,1]$ satisfies $u<p$ with probability $p$, the length of $[0,p)$. Hence $P(A)=p$ and $P(B)=q$, and only the joint term depends on how the numbers are drawn.

**Shared number.** Both methods hop when $u<\min(p,q)$, so $P(A\cap B)=\min(p,q)$. Since $p+q-2\min(p,q)=|p-q|$, the variance is $|p-q|-|p-q|^2=V_{\rm sh}$.

**Independent numbers.** Here $P(A\cap B)=pq$, and

$$p+q-2pq-(p-q)^2=p+q-p^2-q^2=V_{\rm ind}.$$

**Comparison.** Only the joint terms differ, and $pq=\min(p,q)\max(p,q)$. Therefore

$$V_{\rm ind}-V_{\rm sh}=2\bigl(\min(p,q)-pq\bigr)=2\min(p,q)\bigl(1-\max(p,q)\bigr)\ge 0 .$$

The product vanishes exactly when the smaller probability is 0 or the larger is 1. For values in $[0,1]$ this means that at least one of $p,q$ is 0 or 1.

**Any other correlation.** A joint hop is never more likely than either hop alone, so $P(A\cap B)\le\min(p,q)$. The variance decreases as $P(A\cap B)$ grows, and the shared number attains the upper limit.

## The variance formulas and the optimality bound in Lean

```lean
import Mathlib

open MeasureTheory ProbabilityTheory

namespace SurfaceHoppingComparison

noncomputable section

/-- The law of a random number drawn uniformly from the interval [0,1]. -/
def uniform : Measure ℝ := volume.restrict (Set.Icc 0 1)

/-- The uniform law on [0,1] has total probability one. -/
instance : IsProbabilityMeasure uniform := ⟨by simp [uniform]⟩

/-- The indicator of an event: 1 if it occurs and 0 if it does not. -/
def occurs {Ω : Type*} (A : Set Ω) : Ω → ℝ := A.indicator fun _ => 1

/-- The hop indicator of a method with hop probability `p`: the trajectory hops
when the random number lies below `p`. -/
def hop (p : ℝ) : ℝ → ℝ := occurs (Set.Iio p)

/-- Variance of the difference of hop indicators when both methods use the same
uniform random number. -/
def sharedVariance (p q : ℝ) : ℝ :=
  variance (fun u : ℝ => hop p u - hop q u) uniform

/-- Variance of the difference of hop indicators when each method draws its own
independent uniform random number. -/
def independentVariance (p q : ℝ) : ℝ :=
  variance (fun z : ℝ × ℝ => hop p z.1 - hop q z.2) (uniform.prod uniform)

/-- The variance of the difference of two event indicators is fixed by the
probabilities of the two events and of their joint occurrence. -/
theorem variance_occurs_sub {Ω : Type*} [MeasurableSpace Ω] (μ : Measure Ω)
    [IsProbabilityMeasure μ] {A B : Set Ω} (hA : MeasurableSet A) (hB : MeasurableSet B) :
    variance (fun ω => occurs A ω - occurs B ω) μ =
      μ.real A + μ.real B - 2 * μ.real (A ∩ B) - (μ.real A - μ.real B) ^ 2 := by
  have hi : ∀ S : Set Ω, MeasurableSet S → Integrable (occurs S) μ :=
    fun S hS => (integrable_const (1 : ℝ)).indicator hS
  have hv : ∀ S : Set Ω, MeasurableSet S → ∫ ω, occurs S ω ∂μ = μ.real S := by
    intro S hS
    unfold occurs
    rw [integral_indicator_const _ hS]
    simp
  have hL : ∀ S : Set Ω, MeasurableSet S → MemLp (occurs S) 2 μ :=
    fun S hS => memLp_indicator_const 2 hS (1 : ℝ) (Or.inr (measure_ne_top μ S))
  have hm : MemLp (fun ω => occurs A ω - occurs B ω) 2 μ := (hL A hA).sub (hL B hB)
  -- the mean
  have h1 : ∫ ω, (occurs A ω - occurs B ω) ∂μ = μ.real A - μ.real B := by
    rw [integral_sub (hi A hA) (hi B hB), hv A hA, hv B hB]
  -- the mean square: the methods disagree when exactly one event occurs
  have h2 : ∫ ω, (occurs A ω - occurs B ω) ^ 2 ∂μ =
      μ.real A + μ.real B - 2 * μ.real (A ∩ B) := by
    have e : ∀ ω, (occurs A ω - occurs B ω) ^ 2 =
        occurs A ω + occurs B ω - 2 * occurs (A ∩ B) ω := by
      intro ω
      by_cases ha : ω ∈ A <;> by_cases hb : ω ∈ B <;>
        norm_num [occurs, Set.indicator, ha, hb]
    have hab : Integrable (fun ω => occurs A ω + occurs B ω) μ := (hi A hA).add (hi B hB)
    simp_rw [e]
    rw [integral_sub hab ((hi _ (hA.inter hB)).const_mul 2),
      integral_add (hi A hA) (hi B hB), integral_const_mul, hv A hA, hv B hB,
      hv _ (hA.inter hB)]
  have h := variance_eq_sub hm
  change _ = ∫ ω, (occurs A ω - occurs B ω) ^ 2 ∂μ -
    (∫ ω, (occurs A ω - occurs B ω) ∂μ) ^ 2 at h
  rw [h, h2, h1]

/-- For `p` in [0,1], a uniform random number lies below `p` with probability `p`. -/
theorem hop_probability {p : ℝ} (hp : p ∈ Set.Icc (0 : ℝ) 1) :
    uniform.real (Set.Iio p) = p := by
  have e : Set.Iio p ∩ Set.Icc (0 : ℝ) 1 = Set.Ico 0 p := by
    ext u
    constructor
    · rintro ⟨h1, h2⟩
      exact ⟨h2.1, h1⟩
    · rintro ⟨h1, h2⟩
      exact ⟨h2, h1, h2.le.trans hp.2⟩
  rw [measureReal_def, uniform, Measure.restrict_apply measurableSet_Iio, e,
    Real.volume_Ico, sub_zero, ENNReal.toReal_ofReal hp.1]

/-- With a shared random number and hop probabilities in [0,1], the difference of
hop indicators has variance |p - q| (1 - |p - q|). -/
theorem sharedVariance_eq {p q : ℝ} (hp : p ∈ Set.Icc (0 : ℝ) 1)
    (hq : q ∈ Set.Icc (0 : ℝ) 1) :
    sharedVariance p q = |p - q| * (1 - |p - q|) := by
  have h := variance_occurs_sub uniform (A := Set.Iio p) (B := Set.Iio q)
    measurableSet_Iio measurableSet_Iio
  refine h.trans ?_
  -- the hop events are nested, so both hop with the smaller probability
  rcases le_total p q with hpq | hpq
  · rw [Set.inter_eq_left.mpr (Set.Iio_subset_Iio hpq), hop_probability hp,
      hop_probability hq, abs_of_nonpos (sub_nonpos.2 hpq)]
    ring
  · rw [Set.inter_eq_right.mpr (Set.Iio_subset_Iio hpq), hop_probability hp,
      hop_probability hq, abs_of_nonneg (sub_nonneg.2 hpq)]
    ring

/-- With independent random numbers and hop probabilities in [0,1], the difference
of hop indicators has variance p (1 - p) + q (1 - q). -/
theorem independentVariance_eq {p q : ℝ} (hp : p ∈ Set.Icc (0 : ℝ) 1)
    (hq : q ∈ Set.Icc (0 : ℝ) 1) :
    independentVariance p q = p * (1 - p) + q * (1 - q) := by
  have h := variance_occurs_sub (uniform.prod uniform)
    (A := Prod.fst ⁻¹' Set.Iio p) (B := Prod.snd ⁻¹' Set.Iio q)
    (measurable_fst measurableSet_Iio) (measurable_snd measurableSet_Iio)
  refine h.trans ?_
  have eA : (uniform.prod uniform).real (Prod.fst ⁻¹' Set.Iio p) = p := by
    rw [← Set.prod_univ, measureReal_prod_prod, hop_probability hp, probReal_univ, mul_one]
  have eB : (uniform.prod uniform).real (Prod.snd ⁻¹' Set.Iio q) = q := by
    rw [← Set.univ_prod, measureReal_prod_prod, hop_probability hq, probReal_univ, one_mul]
  -- independence: the joint hop probability factorises
  have eI : (uniform.prod uniform).real
      (Prod.fst ⁻¹' Set.Iio p ∩ Prod.snd ⁻¹' Set.Iio q) = p * q := by
    rw [← Set.prod_eq, measureReal_prod_prod, hop_probability hp, hop_probability hq]
  rw [eA, eB, eI]
  ring

/-- For hop probabilities in [0,1], sharing the random number lowers the variance by
twice the smaller hop probability times the smaller probability of staying. -/
theorem variance_saving {p q : ℝ} (hp : p ∈ Set.Icc (0 : ℝ) 1)
    (hq : q ∈ Set.Icc (0 : ℝ) 1) :
    independentVariance p q - sharedVariance p q = 2 * (min p q * (1 - max p q)) := by
  rw [independentVariance_eq hp hq, sharedVariance_eq hp hq]
  rcases le_total p q with h | h
  · rw [min_eq_left h, max_eq_right h, abs_of_nonpos (sub_nonpos.2 h)]
    ring
  · rw [min_eq_right h, max_eq_left h, abs_of_nonneg (sub_nonneg.2 h)]
    ring

/-- For hop probabilities in [0,1], the shared random number never gives a larger
variance than independent ones, and the two variances agree exactly when one of the
hop probabilities is 0 or 1. -/
theorem shared_le_independent {p q : ℝ} (hp : p ∈ Set.Icc (0 : ℝ) 1)
    (hq : q ∈ Set.Icc (0 : ℝ) 1) :
    sharedVariance p q ≤ independentVariance p q ∧
      (sharedVariance p q = independentVariance p q ↔ p = 0 ∨ p = 1 ∨ q = 0 ∨ q = 1) := by
  have hs := variance_saving hp hq
  refine ⟨?_, ?_, ?_⟩
  · have := mul_nonneg (le_min hp.1 hq.1) (sub_nonneg.2 (max_le hp.2 hq.2))
    linarith
  · intro h
    have h0 : min p q * (1 - max p q) = 0 := by linarith
    rcases mul_eq_zero.1 h0 with h1 | h1
    · rcases min_choice p q with h2 | h2
      · exact Or.inl (h2.symm.trans h1)
      · exact Or.inr (Or.inr (Or.inl (h2.symm.trans h1)))
    · rcases max_choice p q with h2 | h2
      · exact Or.inr (Or.inl (by linarith))
      · exact Or.inr (Or.inr (Or.inr (by linarith)))
  · intro h
    have h0 : min p q * (1 - max p q) = 0 := by
      rcases h with h | h | h | h
      · rw [h, min_eq_left hq.1, zero_mul]
      · rw [h, max_eq_left hq.2, sub_self, mul_zero]
      · rw [h, min_eq_right hp.1, zero_mul]
      · rw [h, max_eq_right hp.2, sub_self, mul_zero]
    linarith

/-- However two hop events are correlated, the variance of the difference of their
indicators is at least that of a shared random number with the same hop probabilities. -/
theorem shared_optimal {Ω : Type*} [MeasurableSpace Ω] (μ : Measure Ω)
    [IsProbabilityMeasure μ] {A B : Set Ω} (hA : MeasurableSet A) (hB : MeasurableSet B) :
    sharedVariance (μ.real A) (μ.real B) ≤
      variance (fun ω => occurs A ω - occurs B ω) μ := by
  have h01 : ∀ S : Set Ω, μ.real S ∈ Set.Icc (0 : ℝ) 1 := fun S =>
    ⟨measureReal_nonneg, (measureReal_mono (Set.subset_univ S)).trans_eq probReal_univ⟩
  -- a joint hop is no more likely than either hop alone
  have h1 : μ.real (A ∩ B) ≤ μ.real A := measureReal_mono Set.inter_subset_left
  have h2 : μ.real (A ∩ B) ≤ μ.real B := measureReal_mono Set.inter_subset_right
  rw [sharedVariance_eq (h01 A) (h01 B), variance_occurs_sub μ hA hB]
  rcases le_total (μ.real A) (μ.real B) with h | h
  · rw [abs_of_nonpos (sub_nonpos.2 h)]
    nlinarith
  · rw [abs_of_nonneg (sub_nonneg.2 h)]
    nlinarith

end

end SurfaceHoppingComparison
```

```lean
#print axioms SurfaceHoppingComparison.sharedVariance_eq
-- 'SurfaceHoppingComparison.sharedVariance_eq' depends on axioms: [propext, Classical.choice, Quot.sound]
#print axioms SurfaceHoppingComparison.shared_le_independent
-- 'SurfaceHoppingComparison.shared_le_independent' depends on axioms: [propext, Classical.choice, Quot.sound]
#print axioms SurfaceHoppingComparison.shared_optimal
-- 'SurfaceHoppingComparison.shared_optimal' depends on axioms: [propext, Classical.choice, Quot.sound]
```

## What the Lean statements say about a hop decision

The measure `uniform` is length on the real line restricted to $[0,1]$. The function `hop p` is 1 for $u<p$ and 0 otherwise; using $u\le p$ would change nothing for probabilities in $[0,1]$, because a single point has zero length. Both `sharedVariance` and `independentVariance` are Mathlib's variance of the actual difference of indicators. The first is taken over one number `u`, the second over a pair `z` with the product law `uniform.prod uniform`, which expresses independence. The closed formulas are thus theorems about the sampling rule.

The hypotheses `hp` and `hq` place $p$ and $q$ in $[0,1]$: they are the requirement that the methods deliver genuine probabilities. Under them, `shared_le_independent` states the inequality together with the equality condition.

The theorem `shared_optimal` takes any probability space with law `μ` and any two measurable events `A` and `B`. It compares them with a shared number at the hop probabilities `μ.real A` and `μ.real B`, which lie in $[0,1]$ automatically. Antithetic or partly correlated streams are therefore included.

The model has ideal real random numbers, not a floating-point generator. It says nothing about how accurate either method's hop probability is, about hops rejected for lack of kinetic energy, or about the variance of a whole-trajectory observable once the two trajectories have separated.

## From the joint probability to the Lean lemmas

`variance_occurs_sub` is the general variance formula. Its `hv` identifies the mean of an indicator with the probability of the event, while `hi` and `hL` supply integrability and square-integrability. The mean is `h1` and the mean square is `h2`; the identity for $D^2$ is `e`, checked in the four cases of membership in `A` and `B`. Mathlib's `variance_eq_sub` then combines the two means.

`hop_probability` computes the length of $[0,p)$. In `sharedVariance_eq`, the split by `le_total` decides which probability is smaller, and the intersection reduces to the corresponding event. In `independentVariance_eq`, `eA` and `eB` give the separate hop probabilities and `eI` factorises the joint one.

`variance_saving` subtracts the closed formulas, again by cases on the order of $p$ and $q$. `shared_le_independent` reads the inequality from the sign of the product and the equality case from its zeros. In `shared_optimal`, `h1` and `h2` bound the joint probability by each separate one, and `nlinarith` finishes each ordering.

## Probabilities above one and several target states

The condition $p\le 1$ matters for both variance formulas and for the equality case. Take $p=2$ and $q=1/2$, as might come from a hop rate multiplied by too long a time step. The first method then always hops, and both variances equal $1/4$. The shared formula would give $-3/4$ and the independent one $-7/4$, and the true variances agree although neither $p$ nor $q$ is 0 or 1. A code should limit its hop probabilities to $[0,1]$ before using the formulas.

With several target states, surface hopping commonly chooses among them by comparing one random number with cumulative probabilities. The hop events for a given target are then intervals that need not be nested, and the ordering of the variances can reverse. Suppose the first method assigns probabilities $0.2$ and $0.2$ to targets 1 and 2, and the second assigns $0.4$ and $0.2$. Target 2 is chosen for $u\in[0.2,0.4)$ by the first method and for $u\in[0.4,0.6)$ by the second. With a shared number they never choose it together, so the difference of the target-2 indicators has variance $0.4$; independent numbers give $0.32$. This example lies beyond the two-outcome model of the file, and it shows that with several targets the layout of the intervals matters as well as the shared number.
